# Averaged over 24 octahedral rotations of each molecule, the product of electric and magnetic dipole couplings is $\tfrac23(d_A\cdot m_A)(d_B\cdot m_B)/R^6$

I want to know how the near-zone coupling of two tumbling chiral molecules depends on their handedness, and to make the average a finite sum I let each molecule take only the 24 orientations that carry a cube into itself. Each molecule has an electric moment $d$ and a magnetic moment $m$, and both pairs of moments couple through the same $1/R^3$ dipole tensor. Real molecules in a fluid take every orientation. Can so coarse an average give the right coefficient, and does the handedness survive it at all, when the mean of each coupling on its own is zero?

## Why 24 orientations are enough here

Yes to both. The quantity to be averaged contains each molecule's rotation matrix only twice, and for products of two matrix elements the 24 rotations already give the isotropic result. The handedness survives because a product of two couplings is averaged, not a single one.

Let $n$ be the unit vector along the line between the molecules, $R$ their distance, and
$$T=\frac{1-3nn^{\mathsf T}}{R^3}.$$
With $g$ and $h$ the rotations of A and B, the electric coupling is $E=gd_A\cdot T\,hd_B$ and the magnetic one is $M=gm_A\cdot T\,hm_B$. Angle brackets denote the average over independent $g$ and $h$, or over one of them where only one occurs.

**Two matrix elements.** Row $i$ of $g$ has a single non-zero entry, a sign $s_i$ in column $\pi(i)$, where $\pi$ is a permutation of the axes. The signs $s_0,s_1$ are free, and determinant one fixes $s_2=\operatorname{sgn}(\pi)\,s_0s_1$.

- If $i\ne j$, then $s_is_j$ is $s_0s_1$, $\operatorname{sgn}(\pi)s_1$ or $\operatorname{sgn}(\pi)s_0$. Each sums to zero over the four sign choices.
- If $i=j$, the product $g_{ia}g_{ib}$ vanishes unless $a=b=\pi(i)$, and then it is 1. Two permutations have $\pi(i)=a$, each with four sign choices, so the sum is 8.

Dividing by 24 gives $\langle g_{ia}g_{jb}\rangle=\tfrac13\delta_{ij}\delta_{ab}$.

**One molecule.** For fixed vectors $u,v$,
$$\langle(gd\cdot u)(gm\cdot v)\rangle=\sum_{i,j,a,b}u_iv_jd_am_b\,\tfrac13\delta_{ij}\delta_{ab}=\tfrac13(d\cdot m)(u\cdot v).$$

**Two molecules.** Take any tensors $K$ and $L$, with columns $K_j$ and $L_j$, and average the product $(gd_A\cdot K\,hd_B)(gm_A\cdot L\,hm_B)$. Since $gd_A\cdot K\,hd_B=hd_B\cdot K^{\mathsf T}gd_A$, averaging over $h$ at fixed $g$ gives
$$\tfrac13(d_B\cdot m_B)\sum_j(gd_A\cdot K_j)(gm_A\cdot L_j).$$
Averaging over $g$ turns the sum into $\tfrac13(d_A\cdot m_A)\sum_jK_j\cdot L_j$, and $\sum_jK_j\cdot L_j=\operatorname{tr}(KL^{\mathsf T})$. The result is $\tfrac19\operatorname{tr}(KL^{\mathsf T})(d_A\cdot m_A)(d_B\cdot m_B)$.

**The dipole tensor.** Because $n\cdot n=1$,
$$(1-3nn^{\mathsf T})^2=1-6nn^{\mathsf T}+9nn^{\mathsf T}=1+3nn^{\mathsf T},$$
whose trace is 6. Hence $\operatorname{tr}(TT^{\mathsf T})=6/R^6$, and
$$\langle EM\rangle=\frac{2}{3}\,\frac{(d_A\cdot m_A)(d_B\cdot m_B)}{R^6}.$$

**Handedness.** Under inversion the polar vector $d$ changes sign and the axial vector $m$ does not. Inverting one molecule therefore reverses $\langle EM\rangle$, while inverting both restores it. In the squared coupling, inverting A replaces $E$ by $-E$, and $(E+M)^2-(-E+M)^2=4EM$. The mean squares for the two enantiomers of A thus differ by $\tfrac83(d_A\cdot m_A)(d_B\cdot m_B)/R^6$, which is zero if either molecule has $d\cdot m=0$.

**From the cube to the fluid.** The step from 24 orientations to a uniform distribution is a short argument that I give in words only. A uniform average over rotations $Q$ is unchanged if $Q$ is replaced by $gQ$, so one may average over $g$ first. The one-molecule formula, applied to $Qd$ and $Qm$, gives $\tfrac13(Qd\cdot Qm)(u\cdot v)=\tfrac13(d\cdot m)(u\cdot v)$, which no longer depends on $Q$.

## What the Lean statements say

An `Orientation` is a permutation of three axes with two signs, and `rot g` is the corresponding real matrix. `pairAverage` is the double sum over orientations with weight $1/24$ for each molecule, which is where the independence of the two molecules enters. `coupling K u v` is $u\cdot Kv$, and `dipoleTensor n R` is $T$.

`discriminatoryTerm` is the average $\langle EM\rangle$ itself; the cross term in the squared coupling is twice that. `meanSquareCoupling` is $\langle(E+M)^2\rangle$.

The main theorem, `near_zone_discrimination`, assumes `n ⬝ᵥ n = 1` and `R ≠ 0` and states the result multiplied by $R^6$. `inversion_flips_sign` holds for any coupling tensor and for inversion of either molecule. `enantiomer_difference` is the $\tfrac83$ formula.

Some conventions matter when you compare with a textbook:

- All moments are real. For real wave functions the magnetic transition moment is imaginary, so `mA` and `mB` stand for it with the factor $i$ removed, and any sign left by those factors has to be restored.
- Unit prefactors are set to one, as in Gaussian units.
- The molecules are point dipoles with static coupling. Retardation and the coupling of one molecule's $d$ to the other's $m$ are left out.

Within this model $2\langle EM\rangle$, twice the average in the main theorem, is the handedness-dependent part of the mean squared coupling that enters a golden-rule rate for near-zone energy transfer between two chiral molecules.

```lean
import Mathlib

open Matrix

namespace ChiralNearZone

/-- Labels of the octahedral rotations: a permutation of the three axes and two free signs. -/
abbrev Orientation := Equiv.Perm (Fin 3) × ℤˣ × ℤˣ

/-- The signed permutation matrix with a given label; the third sign is the product of the
two free signs and the sign of the permutation. -/
def octahedral (g : Orientation) : Matrix (Fin 3) (Fin 3) ℤ :=
  Matrix.of fun i j =>
    if g.1 i = j then
      ((![g.2.1, g.2.2, Equiv.Perm.sign g.1 * g.2.1 * g.2.2] i : ℤˣ) : ℤ)
    else 0

/-- An octahedral rotation as a real matrix acting on molecular vectors. -/
def rot (g : Orientation) : Matrix (Fin 3) (Fin 3) ℝ :=
  (octahedral g).map (fun z : ℤ => (z : ℝ))

/-- The average of a two-molecule quantity over independent octahedral rotations of
the two molecules. -/
noncomputable def pairAverage
    (F : Matrix (Fin 3) (Fin 3) ℝ → Matrix (Fin 3) (Fin 3) ℝ → ℝ) : ℝ :=
  (1 / 24) * ∑ g, ((1 / 24) * ∑ h, F (rot g) (rot h))

/-- The bilinear coupling `u · K v` of two moments through a tensor `K`. -/
def coupling (K : Matrix (Fin 3) (Fin 3) ℝ) (u v : Fin 3 → ℝ) : ℝ := u ⬝ᵥ K *ᵥ v

/-- The near-zone dipole tensor `(1 - 3 n nᵀ) / R³`, for a unit vector `n` and a distance `R ≠ 0`.
-/
noncomputable def dipoleTensor (n : Fin 3 → ℝ) (R : ℝ) : Matrix (Fin 3) (Fin 3) ℝ :=
  (1 / R ^ 3) • (1 - (3 : ℝ) • vecMulVec n n)

/-- The rotational average of the product of the electric and the magnetic coupling
of molecules A and B. -/
noncomputable def discriminatoryTerm (K : Matrix (Fin 3) (Fin 3) ℝ)
    (dA mA dB mB : Fin 3 → ℝ) : ℝ :=
  pairAverage fun g h =>
    coupling K (g *ᵥ dA) (h *ᵥ dB) * coupling K (g *ᵥ mA) (h *ᵥ mB)

/-- The rotational average of the squared total coupling, electric plus magnetic. -/
noncomputable def meanSquareCoupling (K : Matrix (Fin 3) (Fin 3) ℝ)
    (dA mA dB mB : Fin 3 → ℝ) : ℝ :=
  pairAverage fun g h =>
    (coupling K (g *ᵥ dA) (h *ᵥ dB) + coupling K (g *ᵥ mA) (h *ᵥ mB)) ^ 2

/-- Different labels give different matrices, and each matrix is orthogonal with
determinant one. -/
theorem octahedral_rotations :
    Function.Injective octahedral ∧
      ∀ g, octahedral g * (octahedral g)ᵀ = 1 ∧ (octahedral g).det = 1 := by
  have hinj : ∀ g h, octahedral g = octahedral h → g = h := by decide +kernel
  have horth : ∀ g, octahedral g * (octahedral g)ᵀ = 1 := by decide +kernel
  refine ⟨fun g h => hinj g h, fun g => ⟨horth g, ?_⟩⟩
  rw [Matrix.det_fin_three]
  revert g
  decide +kernel

/-- Summed over the octahedral rotations, a product of two matrix elements is 8 if both row
indices and both column indices agree, and zero otherwise. -/
theorem second_moment (i j a b : Fin 3) :
    ∑ g, rot g i a * rot g j b = if i = j ∧ a = b then 8 else 0 := by
  have h : ∀ i j a b : Fin 3, ∑ g, octahedral g i a * octahedral g j b
      = if i = j ∧ a = b then 8 else 0 := by decide +kernel
  have h' := h i j a b
  simp only [rot, Matrix.map_apply]
  exact_mod_cast h'

/-- A sum of products of two projections is the contraction of the summed second-rank
tensor with the two projection directions. -/
theorem sum_dot_mul_dot {ι : Type*} [Fintype ι] (x y : ι → Fin 3 → ℝ) (u v : Fin 3 → ℝ) :
    ∑ g, (x g ⬝ᵥ u) * (y g ⬝ᵥ v) = ∑ i, ∑ j, (∑ g, x g i * y g j) * (u i * v j) := by
  simp only [dotProduct, Finset.sum_mul_sum]
  refine Finset.sum_comm.trans (Finset.sum_congr rfl fun i _ => ?_)
  refine Finset.sum_comm.trans (Finset.sum_congr rfl fun j _ => ?_)
  rw [Finset.sum_mul]
  exact Finset.sum_congr rfl fun g _ => by ring

/-- For one molecule, the octahedral average of `(g d · u)(g m · v)` is
`(d · m)(u · v) / 3`. -/
theorem isotropic_average (d m u v : Fin 3 → ℝ) :
    (1 / 24) * ∑ g, ((rot g *ᵥ d) ⬝ᵥ u) * ((rot g *ᵥ m) ⬝ᵥ v)
      = (1 / 3) * (d ⬝ᵥ m) * (u ⬝ᵥ v) := by
  -- the summed tensor of the two rotated moments is a multiple of the identity
  have tensor : ∀ i j, ∑ g, (rot g *ᵥ d) i * (rot g *ᵥ m) j
      = if i = j then 8 * (d ⬝ᵥ m) else 0 := by
    intro i j
    have h := sum_dot_mul_dot (fun g => rot g i) (fun g => rot g j) d m
    simp only [second_moment] at h
    refine h.trans ?_
    by_cases hij : i = j
    · simp [hij, dotProduct, Fin.sum_univ_three]
      ring
    · simp [hij]
  have h := sum_dot_mul_dot (fun g => rot g *ᵥ d) (fun g => rot g *ᵥ m) u v
  simp only [tensor] at h
  rw [h]
  generalize d ⬝ᵥ m = s
  simp [dotProduct, Fin.sum_univ_three]
  ring

/-- For any two coupling tensors `K` and `L`, the average of the product of the two couplings
is `tr(K Lᵀ) (dA · mA)(dB · mB) / 9`. -/
theorem average_coupling_product (K L : Matrix (Fin 3) (Fin 3) ℝ)
    (dA mA dB mB : Fin 3 → ℝ) :
    pairAverage (fun g h =>
        coupling K (g *ᵥ dA) (h *ᵥ dB) * coupling L (g *ᵥ mA) (h *ᵥ mB))
      = (1 / 9) * trace (K * Lᵀ) * (dA ⬝ᵥ mA) * (dB ⬝ᵥ mB) := by
  have c : ∀ (M : Matrix (Fin 3) (Fin 3) ℝ) (u v : Fin 3 → ℝ),
      coupling M u v = v ⬝ᵥ (u ᵥ* M) := by
    intro M u v
    rw [coupling, Matrix.dotProduct_mulVec, dotProduct_comm]
  -- average over the orientations of B at fixed orientation of A
  have hB : ∀ g, (1 / 24) * ∑ h, coupling K (rot g *ᵥ dA) (rot h *ᵥ dB)
        * coupling L (rot g *ᵥ mA) (rot h *ᵥ mB)
      = (1 / 3) * (dB ⬝ᵥ mB) * ∑ j, ((rot g *ᵥ dA) ⬝ᵥ fun i => K i j)
        * ((rot g *ᵥ mA) ⬝ᵥ fun i => L i j) := by
    intro g
    simp only [c]
    exact isotropic_average dB mB ((rot g *ᵥ dA) ᵥ* K) ((rot g *ᵥ mA) ᵥ* L)
  -- then average over the orientations of A, column by column
  have hA : ∀ j, ∑ g, ((rot g *ᵥ dA) ⬝ᵥ fun i => K i j) * ((rot g *ᵥ mA) ⬝ᵥ fun i => L i j)
      = 8 * (dA ⬝ᵥ mA) * ((fun i => K i j) ⬝ᵥ fun i => L i j) := by
    intro j
    linear_combination 24 * isotropic_average dA mA (fun i => K i j) (fun i => L i j)
  simp only [pairAverage, hB]
  rw [← Finset.mul_sum, Finset.sum_comm]
  simp only [hA]
  generalize dA ⬝ᵥ mA = p
  generalize dB ⬝ᵥ mB = q
  simp only [Matrix.trace, Matrix.diag_apply, Matrix.mul_apply, Matrix.transpose_apply,
    dotProduct, Fin.sum_univ_three]
  ring

/-- For a unit vector `n` and `R ≠ 0`, the squared norm `tr(T Tᵀ)` of the dipole tensor
is `6 / R⁶`. -/
theorem dipoleTensor_strength (n : Fin 3 → ℝ) (hn : n ⬝ᵥ n = 1) (R : ℝ) (hR : R ≠ 0) :
    R ^ 6 * trace (dipoleTensor n R * (dipoleTensor n R)ᵀ) = 6 := by
  simp only [dotProduct, Fin.sum_univ_three] at hn
  have hS : trace ((1 - (3 : ℝ) • vecMulVec n n) * (1 - (3 : ℝ) • vecMulVec n n)ᵀ) = 6 := by
    simp [Matrix.trace, Matrix.mul_apply, Matrix.vecMulVec_apply, Fin.sum_univ_three,
      Matrix.one_apply]
    linear_combination (9 * (n 0 * n 0 + n 1 * n 1 + n 2 * n 2) + 3) * hn
  have h1 : R ^ 3 * (1 / R ^ 3) = 1 := mul_one_div_cancel (pow_ne_zero 3 hR)
  simp only [dipoleTensor, Matrix.transpose_smul, Matrix.smul_mul, Matrix.mul_smul,
    Matrix.trace_smul, smul_eq_mul, hS]
  generalize 1 / R ^ 3 = x at h1 ⊢
  linear_combination 6 * (R ^ 3 * x + 1) * h1

/-- For a unit vector `n` and `R ≠ 0`, the near-zone discriminatory term is
`(2/3)(dA · mA)(dB · mB) / R⁶`. -/
theorem near_zone_discrimination (n : Fin 3 → ℝ) (hn : n ⬝ᵥ n = 1) (R : ℝ) (hR : R ≠ 0)
    (dA mA dB mB : Fin 3 → ℝ) :
    R ^ 6 * discriminatoryTerm (dipoleTensor n R) dA mA dB mB
      = (2 / 3) * (dA ⬝ᵥ mA) * (dB ⬝ᵥ mB) := by
  rw [discriminatoryTerm, average_coupling_product]
  linear_combination (1 / 9) * (dA ⬝ᵥ mA) * (dB ⬝ᵥ mB) * dipoleTensor_strength n hn R hR

/-- Inverting either molecule, `d → -d` with `m` fixed, reverses the sign of the
discriminatory term for any coupling tensor. -/
theorem inversion_flips_sign (K : Matrix (Fin 3) (Fin 3) ℝ) (dA mA dB mB : Fin 3 → ℝ) :
    discriminatoryTerm K (-dA) mA dB mB = -discriminatoryTerm K dA mA dB mB ∧
      discriminatoryTerm K dA mA (-dB) mB = -discriminatoryTerm K dA mA dB mB := by
  constructor <;>
    simp only [discriminatoryTerm, average_coupling_product, neg_dotProduct] <;> ring

/-- For a unit vector `n` and `R ≠ 0`, the mean square coupling changes by
`(8/3)(dA · mA)(dB · mB) / R⁶` between the inverted molecule A and the original one. -/
theorem enantiomer_difference (n : Fin 3 → ℝ) (hn : n ⬝ᵥ n = 1) (R : ℝ) (hR : R ≠ 0)
    (dA mA dB mB : Fin 3 → ℝ) :
    R ^ 6 * (meanSquareCoupling (dipoleTensor n R) dA mA dB mB
        - meanSquareCoupling (dipoleTensor n R) (-dA) mA dB mB)
      = (8 / 3) * (dA ⬝ᵥ mA) * (dB ⬝ᵥ mB) := by
  -- only the electric-magnetic cross term survives in the difference
  have key : meanSquareCoupling (dipoleTensor n R) dA mA dB mB
      - meanSquareCoupling (dipoleTensor n R) (-dA) mA dB mB
      = 4 * discriminatoryTerm (dipoleTensor n R) dA mA dB mB := by
    simp only [meanSquareCoupling, discriminatoryTerm, pairAverage, coupling,
      Matrix.mulVec_neg, neg_dotProduct, Finset.mul_sum, ← Finset.sum_sub_distrib]
    refine Finset.sum_congr rfl fun g _ => Finset.sum_congr rfl fun h _ => ?_
    ring
  rw [key]
  linear_combination 4 * near_zone_discrimination n hn R hR dA mA dB mB

end ChiralNearZone
```

```lean
#print axioms ChiralNearZone.octahedral_rotations
-- 'ChiralNearZone.octahedral_rotations' depends on axioms: [propext, Classical.choice, Quot.sound]
#print axioms ChiralNearZone.average_coupling_product
-- 'ChiralNearZone.average_coupling_product' depends on axioms: [propext, Classical.choice, Quot.sound]
#print axioms ChiralNearZone.inversion_flips_sign
-- 'ChiralNearZone.inversion_flips_sign' depends on axioms: [propext, Classical.choice, Quot.sound]
#print axioms ChiralNearZone.enantiomer_difference
-- 'ChiralNearZone.enantiomer_difference' depends on axioms: [propext, Classical.choice, Quot.sound]
```

## From a finite check to the coefficient 2/3

`octahedral_rotations` confirms that the 24 labels give distinct orthogonal matrices of determinant one. The matrices have integer entries, so `decide +kernel` can go through all cases. `second_moment` does the same for the sum over $g$ of a product of two matrix elements, with the value 8 or 0 found above, and then carries it over to real numbers.

`sum_dot_mul_dot` pulls the fixed vectors out of a sum of products of projections. `isotropic_average` uses it twice: first to show that the summed tensor of $gd$ and $gm$ is $8(d\cdot m)$ times the identity, then to contract that tensor with $u$ and $v$.

`average_coupling_product` follows the two-molecule step. The local fact `c` moves the tensor onto A's vector, `hB` averages over B at fixed $g$, and `hA` averages over A for each column $j$. `Finset.sum_comm` exchanges the sums over $g$ and $j$ in between, and the remaining sum over columns is expanded into the trace.

In `dipoleTensor_strength`, write $s=n\cdot n$. The trace of $(1-3nn^{\mathsf T})(1-3nn^{\mathsf T})^{\mathsf T}$ is $3-6s+9s^2$, and it differs from 6 by $(9s+3)(s-1)$. That factor $9s+3$ is the coefficient given to `linear_combination`. The hypothesis `R ≠ 0` is used to cancel $R^3$ against $1/R^3$.

`near_zone_discrimination` sets $K=L=T$ and combines the two results. `inversion_flips_sign` reads the sign from the general formula. `enantiomer_difference` proves $(E+M)^2-(-E+M)^2=4EM$ for each pair of orientations, sums it, and applies the main theorem.

## The same 2/3 in energy transfer, and a vector of the wrong length

Put $m_A=d_A$ and $m_B=d_B$ in the main theorem. It becomes
$$\langle(gd_A\cdot T\,hd_B)^2\rangle=\frac23\,\frac{|d_A|^2|d_B|^2}{R^6},$$
which contains the orientation factor $\kappa^2=2/3$ of Förster transfer between freely rotating dipoles.

The length of $n$ matters. Take $n=0$, $R=1$ and all four moments equal to $(1,0,0)$. Then $T$ is the identity, $\operatorname{tr}(TT^{\mathsf T})=3$, and the average is $1/3$ instead of $2/3$. More generally, the factor $(9s+3)(s-1)$ vanishes for real $n$ only at $s=1$, so for $R\neq0$ and non-zero $(d_A\cdot m_A)(d_B\cdot m_B)$ the formula holds for unit vectors and no others.
